# Stacking two non-amplifying layers with an invertible gap matrix never amplifies flux

## A gain that could compound

Layer doubling builds a thick slab by stacking a layer on itself, then stacking the result on itself, and so on. Ten steps give 1024 layers. Suppose that one step could turn layers that never amplify a wave into a slab that does. The next step would then start from a slab that can emit more than it receives. Further steps could increase the gain, and the reflected flux could exceed the incident flux.

The stacking formula does not do this, provided that one matrix, which describes the bounces between the two layers, is invertible. For layers that absorb some of every wave, that invertibility comes for free.

## Doubling in a layer KKR calculation

At fixed energy and fixed wave vector parallel to the surface, the waves between atomic layers are plane waves labelled by the reciprocal lattice vectors of the surface. The calculation finds the transmission matrices $T,T'$ and reflection matrices $R,R'$ of one atomic layer, with the propagation phases to the next layer included. In the form used here, a doubling step solves linear systems with the matrix $1-R'R$ and right-hand sides $T$ and $R'T'$; a few matrix products then give the four matrices of the doubled slab.

The results below bear on such calculations for a single electron in finitely many propagating channels, with amplitudes scaled so that their squared moduli are fluxes. Evanescent waves, which layer KKR also keeps, carry flux differently, and a scattering matrix that includes them need not satisfy the norm bound assumed here.

## The layer, the stack and the theorems

Let $a$ be the amplitudes arriving from the left and $b$ those arriving from the right, each a vector in $\mathbb C^n$. A `Layer` holds four matrices, and its scattering matrix `L.S` is

$$S=\begin{pmatrix}T&R'\\R&T'\end{pmatrix},\qquad S\begin{pmatrix}a\\b\end{pmatrix}=\begin{pmatrix}Ta+R'b\\Ra+T'b\end{pmatrix}.$$

The first output goes to the right, the second to the left. In Lean `n` is a finite type of channels, the same on both sides of each layer, and `n ⊕ n` labels the pair. The flux of a vector is $|x|^2=\sum_i|x_i|^2$, written `flux x`, and `opNorm` is the Euclidean operator norm.

Layer 1 stands to the left of layer 2. With $D$ the inverse of $1-R_1'R_2$, `stack L₁ L₂ D` is the Redheffer product:

$$\begin{aligned}T&=T_2DT_1, & R&=R_1+T_1'R_2DT_1,\\ T'&=T_1'T_2'+T_1'R_2DR_1'T_2', & R'&=R_2'+T_2DR_1'T_2'.\end{aligned}$$

The matrix $D$ is an argument, and the hypothesis `hD` says $(1-R_1'R_2)D=1$. For square matrices this makes $D$ the two-sided inverse. Physically, it excludes a wave that reproduces itself after one round trip in the gap.

- `stack_opNorm_le_one`: if $S_1$ and $S_2$ have norm at most 1, so does the scattering matrix of the stack.
- `stack_unitary`: if $S_1$ and $S_2$ are unitary, so is that of the stack.
- `doubling_stable`: in a sequence of layers, each the previous one stacked on itself with an invertible gap matrix, the norm bound passes from the first layer to all.
- `absorbing_stack` and `doubling_absorbing`: if every nonzero incoming wave loses some flux (`Absorbing`), the gap matrix is invertible and the stack is again absorbing, at every doubling.

Stability here means that the bound is preserved. Rounding errors are not modelled.

## Matching the waves in the gap

Let $u$ be the right-going and $v$ the left-going wave in the gap, and let $c$ and $d$ leave the stack to the right and to the left. The two layers require

$$\begin{aligned}u&=T_1a+R_1'v, & d&=R_1a+T_1'v,\\ c&=T_2u+R_2'b, & v&=R_2u+T_2'b.\end{aligned}$$

Inserting $v$ into the equation for $u$ gives

$$(1-R_1'R_2)u=T_1a+R_1'T_2'b,\qquad u=D(T_1a+R_1'T_2'b).$$

Putting this into $c$ and $d$ yields

$$\begin{aligned}c&=T_2DT_1a+(R_2'+T_2DR_1'T_2')b,\\ d&=(R_1+T_1'R_2DT_1)a+(T_1'T_2'+T_1'R_2DR_1'T_2')b,\end{aligned}$$

which are the four blocks of the stack.

## Adding the two flux balances

A matrix has norm at most 1 exactly when $|Sx|^2\le|x|^2$ for all $x$. Applied to the two layers, this reads

$$|u|^2+|d|^2\le|a|^2+|v|^2,\qquad |c|^2+|v|^2\le|u|^2+|b|^2.$$

In the sum, $|u|^2$ and $|v|^2$ cancel:

$$|c|^2+|d|^2\le|a|^2+|b|^2.$$

Since $a$ and $b$ were arbitrary, the stack has norm at most 1. Taking $b=0$ gives $|T_2DT_1a|\le|a|$, the bound for the transmission block alone. For unitary layers both balances are equalities, hence so is their sum, and a square matrix that conserves the flux of every vector is unitary.

For example, take $T=T'=3/5$, $R=4/5$, $R'=-4/5$ in every channel. Then $1-R'R=41/25$ and $D=25/41$. Two such layers have transmission $9/41$ and reflection $40/41$ from the left, and $9^2+40^2=41^2$.

## Absorption rules out a trapped wave

Suppose both layers are absorbing and $1-R_1'R_2$ is singular. Then some $u\ne0$ satisfies $u=R_1'R_2u$. Send $u$ into layer 2 from the left, and the reflected wave $R_2u$ into layer 1 from the right:

$$|T_2u|^2+|R_2u|^2<|u|^2,\qquad |u|^2+|T_1'R_2u|^2\le|R_2u|^2.$$

Together these give $|u|^2\le|R_2u|^2<|u|^2$, a contradiction.

The stack is absorbing because one of the two balances is strict. If $(a,v)\neq0$, layer 1 loses flux. If $(a,v)=0$ and the incoming wave $(a,b)$ is nonzero, then $b\ne0$, and layer 2 loses flux.

Norm at most 1, or even unitarity, would not suffice for invertibility: with at least one channel, perfect mirrors with $T=T'=0$ and $R=R'=1$ give $1-R'R=0$.

## The stack as a relation between waves

The stack could also have been modelled as the set of all $(a,b,c,d)$ for which matching gap waves $u,v$ exist. The flux argument then needs no inverse, since it uses only the matching equations. But one would have to show separately that every input $(a,b)$ has a matching output, and the theorem would no longer speak of the formula that a program evaluates.

## The Lean file

```lean
import Mathlib

open Matrix

namespace LayerDoubling

noncomputable section

variable {m n : Type*} [Fintype m] [DecidableEq m] [Fintype n] [DecidableEq n]

/-- The flux carried by a vector of channel amplitudes: the sum of their squared moduli. -/
def flux {k : Type*} [Fintype k] (x : k → ℂ) : ℝ := ∑ i, ‖x i‖ ^ 2

/-- The Euclidean operator norm of a square complex matrix. -/
def opNorm (S : Matrix m m ℂ) : ℝ := ‖Matrix.toEuclideanCLM (n := m) (𝕜 := ℂ) S‖

/-- A scattering layer: transmission `T` and reflection `R` for waves incident from the left,
`T'` and `R'` for waves incident from the right. -/
structure Layer (n : Type*) where
  T : Matrix n n ℂ
  R : Matrix n n ℂ
  T' : Matrix n n ℂ
  R' : Matrix n n ℂ

/-- The scattering matrix, from incoming amplitudes (from left, from right) to outgoing
amplitudes (to right, to left). -/
def Layer.S (L : Layer n) : Matrix (n ⊕ n) (n ⊕ n) ℂ := fromBlocks L.T L.R' L.R L.T'

/-- The Redheffer product of layer 1 (left) and layer 2 (right). The matrix `D` is meant to be the
inverse of `1 - R₁' R₂`, which accounts for the bounces in the gap. -/
def stack (L₁ L₂ : Layer n) (D : Matrix n n ℂ) : Layer n where
  T := L₂.T * D * L₁.T
  R := L₁.R + L₁.T' * L₂.R * D * L₁.T
  T' := L₁.T' * L₂.T' + L₁.T' * L₂.R * D * L₁.R' * L₂.T'
  R' := L₂.R' + L₂.T * D * L₁.R' * L₂.T'

/-- A layer is absorbing if every nonzero incoming wave loses some flux. -/
def Absorbing (L : Layer n) : Prop := ∀ x, x ≠ 0 → flux (L.S *ᵥ x) < flux x

/-- The layer after `k` doublings, each stacking the current layer on itself. The formula is
meaningful when `1 - R' R` is invertible at every stage before `k`. -/
def doubled (L : Layer n) : ℕ → Layer n
  | 0 => L
  | k + 1 => stack (doubled L k) (doubled L k) (1 - (doubled L k).R' * (doubled L k).R)⁻¹

/-- A matrix has Euclidean operator norm at most 1 exactly when it never increases the flux. -/
theorem opNorm_le_one_iff (S : Matrix m m ℂ) :
    opNorm S ≤ 1 ↔ ∀ x, flux (S *ᵥ x) ≤ flux x := by
  constructor
  · intro h x
    have h1 := (Matrix.toEuclideanCLM (n := m) (𝕜 := ℂ) S).le_of_opNorm_le h (WithLp.toLp 2 x)
    rw [one_mul] at h1
    have h2 := pow_le_pow_left₀ (norm_nonneg _) h1 2
    rw [EuclideanSpace.norm_sq_eq, EuclideanSpace.norm_sq_eq] at h2
    exact h2
  · intro h
    refine ContinuousLinearMap.opNorm_le_bound _ zero_le_one fun x => ?_
    rw [one_mul, ← sq_le_sq₀ (norm_nonneg _) (norm_nonneg _),
      EuclideanSpace.norm_sq_eq, EuclideanSpace.norm_sq_eq]
    exact h x.ofLp

/-- A matrix is unitary exactly when it conserves the flux of every wave. -/
theorem unitary_iff (S : Matrix m m ℂ) :
    S ∈ unitaryGroup m ℂ ↔ ∀ x, flux (S *ᵥ x) = flux x := by
  rw [mem_unitaryGroup_iff',
    ← (EquivLike.injective (Matrix.toEuclideanCLM (n := m) (𝕜 := ℂ))).eq_iff,
    map_mul, map_star, map_one, ContinuousLinearMap.star_eq_adjoint]
  refine (ContinuousLinearMap.norm_map_iff_adjoint_comp_self
    (Matrix.toEuclideanCLM (n := m) (𝕜 := ℂ) S)).symm.trans ⟨fun h x => ?_, fun h x => ?_⟩
  · have h1 := congrArg (fun r : ℝ => r ^ 2) (h (WithLp.toLp 2 x))
    simp only [EuclideanSpace.norm_sq_eq] at h1
    exact h1
  · rw [← sq_eq_sq₀ (norm_nonneg _) (norm_nonneg _),
      EuclideanSpace.norm_sq_eq, EuclideanSpace.norm_sq_eq]
    exact h x.ofLp

omit [DecidableEq n] in
/-- Waves `a` from the left and `b` from the right leave a layer as `T a + R' b` to the right
and `R a + T' b` to the left. -/
theorem S_apply (L : Layer n) (a b : n → ℂ) :
    L.S *ᵥ Sum.elim a b =
      Sum.elim (L.T *ᵥ a + L.R' *ᵥ b) (L.R *ᵥ a + L.T' *ᵥ b) := by
  simp [Layer.S, fromBlocks_mulVec]

/-- If `D` inverts `1 - R₁' R₂`, there are waves `u` (right-going) and `v` (left-going) in the
gap that match both layers, and the outer outgoing waves are those of the stacked layer. -/
theorem wave_matching {L₁ L₂ : Layer n} {D : Matrix n n ℂ}
    (hD : (1 - L₁.R' * L₂.R) * D = 1) (a b : n → ℂ) :
    ∃ u v c d : n → ℂ, L₁.S *ᵥ Sum.elim a v = Sum.elim u d ∧
      L₂.S *ᵥ Sum.elim u b = Sum.elim c v ∧
      (stack L₁ L₂ D).S *ᵥ Sum.elim a b = Sum.elim c d := by
  have key : ∀ w, D *ᵥ w - L₁.R' *ᵥ (L₂.R *ᵥ (D *ᵥ w)) = w := by
    intro w
    calc _ = ((1 - L₁.R' * L₂.R) * D) *ᵥ w := by
          simp only [← mulVec_mulVec, sub_mulVec, one_mulVec]
      _ = w := by rw [hD, one_mulVec]
  -- the right-going wave in the gap, all bounces included
  obtain ⟨u, hu⟩ : ∃ u, u = D *ᵥ (L₁.T *ᵥ a + L₁.R' *ᵥ (L₂.T' *ᵥ b)) := ⟨_, rfl⟩
  have h : L₁.T *ᵥ a + L₁.R' *ᵥ (L₂.R *ᵥ u + L₂.T' *ᵥ b) = u := by
    have k := key (L₁.T *ᵥ a + L₁.R' *ᵥ (L₂.T' *ᵥ b))
    rw [← hu] at k
    rw [mulVec_add]
    linear_combination (norm := module) -k
  refine ⟨u, L₂.R *ᵥ u + L₂.T' *ᵥ b, L₂.T *ᵥ u + L₂.R' *ᵥ b,
    L₁.R *ᵥ a + L₁.T' *ᵥ (L₂.R *ᵥ u + L₂.T' *ᵥ b), ?_, ?_, ?_⟩
  · rw [S_apply, h]
  · rw [S_apply]
  · rw [S_apply, hu]
    simp only [stack, mulVec_add, add_mulVec, ← mulVec_mulVec]
    congr 1 <;> abel

/-- If two layers have scattering matrices of norm at most 1 and `D` inverts `1 - R₁' R₂`,
the scattering matrix of the stack has norm at most 1. -/
theorem stack_opNorm_le_one {L₁ L₂ : Layer n} {D : Matrix n n ℂ}
    (hD : (1 - L₁.R' * L₂.R) * D = 1) (h₁ : opNorm L₁.S ≤ 1) (h₂ : opNorm L₂.S ≤ 1) :
    opNorm (stack L₁ L₂ D).S ≤ 1 := by
  rw [opNorm_le_one_iff] at *
  intro x
  obtain ⟨a, b, rfl⟩ : ∃ a b, x = Sum.elim a b := ⟨_, _, (Sum.elim_comp_inl_inr x).symm⟩
  obtain ⟨u, v, c, d, e₁, e₂, e⟩ := wave_matching hD a b
  have f₁ := h₁ (Sum.elim a v)
  have f₂ := h₂ (Sum.elim u b)
  rw [e₁] at f₁
  rw [e₂] at f₂
  rw [e]
  -- the fluxes of `u` and `v` cancel in the sum of the two balances
  simp only [flux, Fintype.sum_sum_type, Sum.elim_inl, Sum.elim_inr] at *
  linarith

/-- If two layers have unitary scattering matrices and `D` inverts `1 - R₁' R₂`, the full
scattering matrix of the stack is unitary. -/
theorem stack_unitary {L₁ L₂ : Layer n} {D : Matrix n n ℂ}
    (hD : (1 - L₁.R' * L₂.R) * D = 1) (h₁ : L₁.S ∈ unitaryGroup (n ⊕ n) ℂ)
    (h₂ : L₂.S ∈ unitaryGroup (n ⊕ n) ℂ) :
    (stack L₁ L₂ D).S ∈ unitaryGroup (n ⊕ n) ℂ := by
  rw [unitary_iff] at *
  intro x
  obtain ⟨a, b, rfl⟩ : ∃ a b, x = Sum.elim a b := ⟨_, _, (Sum.elim_comp_inl_inr x).symm⟩
  obtain ⟨u, v, c, d, e₁, e₂, e⟩ := wave_matching hD a b
  have f₁ := h₁ (Sum.elim a v)
  have f₂ := h₂ (Sum.elim u b)
  rw [e₁] at f₁
  rw [e₂] at f₂
  rw [e]
  simp only [flux, Fintype.sum_sum_type, Sum.elim_inl, Sum.elim_inr] at *
  linarith

/-- Layer doubling is stable: if each layer is the previous one stacked on itself, with
`1 - R' R` inverted by `D k` at every step, and the first has norm at most 1, then all do. -/
theorem doubling_stable (L : ℕ → Layer n) (D : ℕ → Matrix n n ℂ)
    (hD : ∀ k, (1 - (L k).R' * (L k).R) * D k = 1)
    (hL : ∀ k, L (k + 1) = stack (L k) (L k) (D k)) (h₀ : opNorm (L 0).S ≤ 1) (k : ℕ) :
    opNorm (L k).S ≤ 1 := by
  induction k with
  | zero => exact h₀
  | succ k ih =>
    rw [hL]
    exact stack_opNorm_le_one (hD k) ih ih

/-- For two absorbing layers `1 - R₁' R₂` is invertible, and the stack is absorbing. -/
theorem absorbing_stack {L₁ L₂ : Layer n} (h₁ : Absorbing L₁) (h₂ : Absorbing L₂) :
    IsUnit (1 - L₁.R' * L₂.R) ∧ Absorbing (stack L₁ L₂ (1 - L₁.R' * L₂.R)⁻¹) := by
  have weak : ∀ {L : Layer n}, Absorbing L → ∀ x, flux (L.S *ᵥ x) ≤ flux x := by
    intro L h x
    by_cases hx : x = 0
    · rw [hx, mulVec_zero]
    · exact (h x hx).le
  have pos : ∀ x : n → ℂ, 0 ≤ flux x := fun x => Finset.sum_nonneg fun i _ => sq_nonneg _
  have split : ∀ a b : n → ℂ, flux (Sum.elim a b) = flux a + flux b := fun a b => by
    simp [flux, Fintype.sum_sum_type]
  have zero : flux (0 : n → ℂ) = 0 := by simp [flux]
  have hdet : IsUnit (1 - L₁.R' * L₂.R).det := by
    rw [isUnit_iff_ne_zero]
    intro h
    -- a wave trapped in the gap would return undiminished after a round trip
    obtain ⟨u, hu, h0⟩ := exists_mulVec_eq_zero_iff.mpr h
    rw [sub_mulVec, one_mulVec, ← mulVec_mulVec, sub_eq_zero] at h0
    have f₂ := h₂ (Sum.elim u 0) fun h => hu (funext fun i => congrFun h (Sum.inl i))
    have f₁ := weak h₁ (Sum.elim 0 (L₂.R *ᵥ u))
    rw [S_apply, split, split] at f₁ f₂
    simp only [mulVec_zero, add_zero, zero_add, zero] at f₁ f₂
    rw [← h0] at f₁
    linarith [pos (L₂.T *ᵥ u), pos (L₁.T' *ᵥ (L₂.R *ᵥ u))]
  refine ⟨(isUnit_iff_isUnit_det _).mpr hdet, fun x hx => ?_⟩
  obtain ⟨a, b, rfl⟩ : ∃ a b, x = Sum.elim a b := ⟨_, _, (Sum.elim_comp_inl_inr x).symm⟩
  obtain ⟨u, v, c, d, e₁, e₂, e⟩ := wave_matching (mul_nonsing_inv _ hdet) a b
  have f₁ := weak h₁ (Sum.elim a v)
  have f₂ := weak h₂ (Sum.elim u b)
  rw [e₁, split, split] at f₁
  rw [e₂, split, split] at f₂
  rw [e, split, split]
  -- at least one of the two layers receives a nonzero wave
  by_cases ha : Sum.elim a v = 0
  · have hb : Sum.elim u b ≠ 0 := by
      intro hb
      apply hx
      funext i
      cases i with
      | inl i => exact congrFun ha (Sum.inl i)
      | inr i => exact congrFun hb (Sum.inr i)
    have g := h₂ _ hb
    rw [e₂, split, split] at g
    linarith
  · have g := h₁ _ ha
    rw [e₁, split, split] at g
    linarith

/-- Starting from an absorbing layer, every doubling step has an invertible `1 - R' R`, and
every doubled layer is absorbing. -/
theorem doubling_absorbing {L : Layer n} (h : Absorbing L) (k : ℕ) :
    IsUnit (1 - (doubled L k).R' * (doubled L k).R) ∧ Absorbing (doubled L k) := by
  have hk : Absorbing (doubled L k) := by
    induction k with
    | zero => exact h
    | succ k ih => exact (absorbing_stack ih ih).2
  exact ⟨(absorbing_stack hk hk).1, hk⟩

/-- The layer with `T = T' = 3/5`, `R = 4/5`, `R' = -4/5` in every channel is unitary, and
`25/41` inverts `1 - R' R`. -/
theorem stack_unitary_witness :
    let L : Layer n := ⟨(3 / 5 : ℂ) • 1, (4 / 5 : ℂ) • 1, (3 / 5 : ℂ) • 1, (-(4 / 5) : ℂ) • 1⟩
    L.S ∈ unitaryGroup (n ⊕ n) ℂ ∧ (1 - L.R' * L.R) * ((25 / 41 : ℂ) • 1) = 1 := by
  have h3 : star (3 / 5 : ℂ) = 3 / 5 := by simp
  have h4 : star (4 / 5 : ℂ) = 4 / 5 := by simp
  intro L
  constructor
  · rw [mem_unitaryGroup_iff, star_eq_conjTranspose]
    simp only [L, Layer.S, fromBlocks_conjTranspose, fromBlocks_multiply, conjTranspose_smul,
      conjTranspose_one, star_neg, h3, h4, Matrix.smul_mul, Matrix.mul_smul, Matrix.one_mul]
    rw [← fromBlocks_one]
    congr 1 <;> module
  · simp only [L, Matrix.mul_smul, Matrix.mul_one]
    module

end

end LayerDoubling
```

```lean
#print axioms LayerDoubling.stack_unitary
#print axioms LayerDoubling.doubling_stable
#print axioms LayerDoubling.doubling_absorbing
```

```
'LayerDoubling.stack_unitary' depends on axioms: [propext, Classical.choice, Quot.sound]
'LayerDoubling.doubling_stable' depends on axioms: [propext, Classical.choice, Quot.sound]
'LayerDoubling.doubling_absorbing' depends on axioms: [propext, Classical.choice, Quot.sound]
```

## From flux balances to repeated doubling in Lean

`opNorm_le_one_iff` and `unitary_iff` translate norm and unitarity into statements about `flux`. The first squares the norm inequality. The second uses Mathlib's result that a continuous linear map preserves norms exactly when its adjoint composed with it is the identity.

`wave_matching` is the elimination of the gap waves. Its auxiliary statement `key` is $(1-R_1'R_2)Dw=w$, written out on vectors. The wave $u$ is defined by the solved formula, and `h` confirms that it satisfies the original equation. The last goal compares the outputs with the blocks of `stack`: `simp` expands the products and `abel` reorders the sums.

`stack_opNorm_le_one` and `stack_unitary` share one pattern. They split the input into `a` and `b`, obtain the waves from `wave_matching`, and write down the balance of each layer as `f₁` and `f₂`. Then `linarith` adds the balances and cancels the gap fluxes. `doubling_stable` is an induction that applies the first of these at each step.

In `absorbing_stack`, `weak` turns strict loss into the non-strict inequality, which also holds for the zero wave. A vanishing determinant supplies the trapped wave $u$, and `linarith` derives the contradiction. The final `by_cases` decides which layer receives a nonzero wave and therefore has the strict balance.

`doubled` uses Lean's `⁻¹`, which returns zero for a singular matrix. `doubling_absorbing` shows by induction that this case never occurs when the first layer is absorbing. `stack_unitary_witness` verifies that the layer with $T=3/5$ is unitary and that $25/41$ inverts its gap matrix, so the hypotheses of `stack_unitary` are met by a partly reflecting layer.
